# The average sign of a Hermitian matrix Hamiltonian is positive and at most one

## Hamiltonian, reference and average sign

Let $H$ be a complex matrix whose rows and columns are labelled by a finite set of basis states, the type `n` in the code. The number $b$ is the inverse temperature, $b=1/k_BT$, and `exp` is the matrix exponential. Hermiticity is a hypothesis of the theorems, `H.IsHermitian`, and is not built into the type of $H$.

```lean
import Mathlib

open NormedSpace (exp)

namespace AverageSign

variable {n : Type*} [Fintype n] [DecidableEq n]
```

The sign-free reference $H_B$ keeps the diagonal and makes every off-diagonal entry nonpositive:

$$(H_B)_{xx}=\operatorname{Re}H_{xx},\qquad (H_B)_{xy}=-|H_{xy}|\quad(x\neq y).$$

For Hermitian $H$ the diagonal is already real. The reference depends on the chosen basis. Its name in the code, `bosonic`, is only a label, since no particle statistics enter.

```lean
/-- The sign-free reference Hamiltonian: the real part of the diagonal of `H` is kept and every
off-diagonal entry is replaced by minus its modulus. -/
noncomputable def bosonic (H : Matrix n n ℂ) : Matrix n n ℝ :=
  Matrix.of fun x y => if x = y then (H x x).re else -‖H x y‖
```

The average sign is the ratio of the two partition functions,

$$S(b)=\frac{\operatorname{Re}\operatorname{tr}e^{-bH}}{\operatorname{tr}e^{-bH_B}}.$$

The real part makes $S$ a real number by definition. It discards nothing for Hermitian $H$, because the trace is shown below to be real.

```lean
/-- The average sign at inverse temperature `b`: the partition function of `H` divided by that of
the sign-free reference, for Hermitian `H` on a nonempty basis. -/
noncomputable def averageSign (b : ℝ) (H : Matrix n n ℂ) : ℝ :=
  (Matrix.trace (exp ((-b) • H))).re / Matrix.trace (exp ((-b) • bosonic H))
```

## Power series and energy shift

The exponential series converges in the matrix algebra, hence in each entry:

$$(e^A)_{xy}=\sum_{k\ge0}\frac{1}{k!}(A^k)_{xy}.$$

The lemma covers real and complex matrices together, so it serves both $H_B$ and $H$.

```lean
/-- Each entry of a matrix exponential is the sum of its power series. -/
theorem exp_entry_hasSum {𝕜 : Type*} [RCLike 𝕜] (A : Matrix n n 𝕜) (x y : n) :
    HasSum (fun k : ℕ => ((k.factorial : ℝ)⁻¹) • (A ^ k) x y) (exp A x y) := by
  let : NormedRing (Matrix n n 𝕜) := Matrix.linftyOpNormedRing
  let : NormedAlgebra ℝ (Matrix n n 𝕜) := Matrix.linftyOpNormedAlgebra
  have h := NormedSpace.exp_series_hasSum_exp' (𝕂 := ℝ) A
  exact Pi.hasSum.mp (Pi.hasSum.mp h x) y
```

Since $(s\mathbb 1)^k=s^k\mathbb 1$, the series gives $e^{s\mathbb 1}=e^s\mathbb 1$. A multiple of the identity commutes with $A$, so

$$e^{A+s\mathbb 1}=e^A e^{s\mathbb 1}=e^s e^A.$$

```lean
/-- Adding a real constant `s` to the exponent multiplies the matrix exponential by `e^s`. -/
theorem exp_add_scalar {𝕜 : Type*} [RCLike 𝕜] (A : Matrix n n 𝕜) (s : ℝ) :
    exp (A + s • (1 : Matrix n n 𝕜)) = Real.exp s • exp A := by
  have h1 : exp (s • (1 : Matrix n n 𝕜)) = Real.exp s • (1 : Matrix n n 𝕜) := by
    ext x y
    refine (exp_entry_hasSum _ x y).unique ?_
    have h := (NormedSpace.exp_series_hasSum_exp' (𝕂 := ℝ) s).smul_const
      ((1 : Matrix n n 𝕜) x y)
    rw [← Real.exp_eq_exp_ℝ] at h
    have e : (fun k : ℕ => ((k.factorial : ℝ)⁻¹) • ((s • (1 : Matrix n n 𝕜)) ^ k) x y) =
        fun k : ℕ => (((k.factorial : ℝ)⁻¹) • s ^ k) • (1 : Matrix n n 𝕜) x y := by
      funext k
      rw [smul_pow, one_pow, Matrix.smul_apply]
      exact (smul_assoc _ _ _).symm
    rw [e]
    exact h
  rw [Matrix.exp_add_of_commute _ _ ((Commute.one_right A).smul_right s), h1,
    mul_smul_comm, mul_one]
```

## Entrywise domination

Suppose $|K_{xy}|\le P_{xy}$ for all $x,y$. Then $|(K^k)_{xy}|\le(P^k)_{xy}$ for every $k$. At $k=0$ both powers are the identity, and the induction step is the triangle inequality:

$$|(K^{k+1})_{xy}|\le\sum_z|(K^k)_{xz}|\,|K_{zy}|\le\sum_z(P^k)_{xz}P_{zy}=(P^{k+1})_{xy}.$$

```lean
/-- If the entries of `P` bound the moduli of the entries of `K`, the same holds for all powers. -/
theorem norm_pow_le {K : Matrix n n ℂ} {P : Matrix n n ℝ} (h : ∀ x y, ‖K x y‖ ≤ P x y)
    (k : ℕ) : ∀ x y, ‖(K ^ k) x y‖ ≤ (P ^ k) x y := by
  induction k with
  | zero =>
    intro x y
    by_cases hxy : x = y <;> simp [hxy]
  | succ k ih =>
    intro x y
    rw [pow_succ, pow_succ, Matrix.mul_apply, Matrix.mul_apply]
    refine (norm_sum_le _ _).trans (Finset.sum_le_sum fun z _ => ?_)
    rw [norm_mul]
    exact mul_le_mul (ih x z) (h z y) (norm_nonneg _) ((norm_nonneg _).trans (ih x z))
```

To use this, choose a constant $c$ with $H_{xx}\le c$ for all $x$; the proof takes $c=\sum_z|H_{zz}|$. Set

$$K=-bH+bc\,\mathbb 1,\qquad P=-bH_B+bc\,\mathbb 1.$$

For $b\ge0$, the diagonal entries of both are $b(c-H_{xx})\ge0$. Off the diagonal, $|K_{xy}|=b|H_{xy}|=P_{xy}$. Hence $|K_{xy}|=P_{xy}$ everywhere.

```lean
/-- For Hermitian `H` and `b ≥ 0`, some constant energy shift makes the entries of the sign-free
generator equal to the moduli of the entries of the original one. -/
theorem exists_shift {H : Matrix n n ℂ} (hH : H.IsHermitian) {b : ℝ} (hb : 0 ≤ b) :
    ∃ c : ℝ, ∀ x y, ‖((-b) • H + (b * c) • (1 : Matrix n n ℂ)) x y‖ =
      ((-b) • bosonic H + (b * c) • (1 : Matrix n n ℝ)) x y := by
  obtain ⟨c, hc⟩ : ∃ c : ℝ, ∀ x, (H x x).re ≤ c :=
    ⟨∑ z, |(H z z).re|, fun x => (le_abs_self _).trans
      (Finset.single_le_sum (f := fun z => |(H z z).re|)
        (fun z _ => abs_nonneg _) (Finset.mem_univ x))⟩
  refine ⟨c, fun x y => ?_⟩
  by_cases hxy : x = y
  · subst hxy
    have h2 : (H x x).im = 0 := Complex.conj_eq_iff_im.mp (hH.apply x x)
    have h3 : ((-b) • H + (b * c) • (1 : Matrix n n ℂ)) x x =
        ((b * (c - (H x x).re) : ℝ) : ℂ) := by
      apply Complex.ext
      · simp
        ring
      · simp [h2]
    rw [h3, Complex.norm_real, Real.norm_of_nonneg (mul_nonneg hb (sub_nonneg.2 (hc x)))]
    simp [bosonic]
    ring
  · simp [bosonic, hxy, abs_of_nonneg hb]
```

Comparing the two series term by term and extracting the shift gives

$$e^{bc}\,|(e^{-bH})_{xy}|=|(e^K)_{xy}|\le(e^P)_{xy}=e^{bc}\,(e^{-bH_B})_{xy}.$$

Division by $e^{bc}>0$ leaves the entrywise bound, in which $c$ no longer appears.

```lean
/-- For Hermitian `H` and `b ≥ 0`, every entry of `exp(-bH)` is bounded in modulus by the
corresponding entry for the sign-free reference. -/
theorem norm_exp_le {H : Matrix n n ℂ} (hH : H.IsHermitian) {b : ℝ} (hb : 0 ≤ b) (x y : n) :
    ‖exp ((-b) • H) x y‖ ≤ exp ((-b) • bosonic H) x y := by
  obtain ⟨c, hc⟩ := exists_shift hH hb
  -- compare the two series term by term after the shift
  have h := (exp_entry_hasSum ((-b) • H + (b * c) • (1 : Matrix n n ℂ)) x y).norm_le_of_bounded
    (exp_entry_hasSum ((-b) • bosonic H + (b * c) • (1 : Matrix n n ℝ)) x y) (fun k => by
      rw [norm_smul, Real.norm_of_nonneg (by positivity), smul_eq_mul]
      exact mul_le_mul_of_nonneg_left (norm_pow_le (fun v w => (hc v w).le) k x y)
        (by positivity))
  rw [exp_add_scalar, exp_add_scalar, Matrix.smul_apply, Matrix.smul_apply, norm_smul,
    Real.norm_of_nonneg (Real.exp_pos _).le, smul_eq_mul] at h
  exact le_of_mul_le_mul_left h (Real.exp_pos _)
```

## A positive partition function and the interval

Let $G=e^{-bH/2}$. It is Hermitian, and it is nonzero because it is invertible and the basis is nonempty. Since $e^{-bH}=G^2$,

$$\operatorname{tr}e^{-bH}=\sum_{x,y}G_{xy}G_{yx}=\sum_{x,y}|G_{xy}|^2>0.$$

The theorem states that the real part is positive and the imaginary part zero, for every real $b$. In the proof, `generalize` replaces the exponential by a matrix `G` of which only these two properties are kept.

```lean
/-- The partition function of a Hermitian `H` on a nonempty basis is real and positive. -/
theorem partition_pos [Nonempty n] {H : Matrix n n ℂ} (hH : H.IsHermitian) (b : ℝ) :
    0 < (Matrix.trace (exp ((-b) • H))).re ∧ (Matrix.trace (exp ((-b) • H))).im = 0 := by
  have hs : ((-(b / 2)) • H).IsHermitian := by
    rw [Matrix.IsHermitian, Matrix.conjTranspose_smul, hH.eq, star_trivial]
  have hG := hs.exp
  have hne : exp ((-(b / 2)) • H) ≠ 0 := (Matrix.isUnit_exp _).ne_zero
  -- the Boltzmann operator is the square of the one at half the inverse temperature
  have hGG : exp ((-b) • H) = exp ((-(b / 2)) • H) * exp ((-(b / 2)) • H) := by
    rw [← Matrix.exp_add_of_commute _ _ (Commute.refl _), ← add_smul]
    congr 2
    ring
  rw [hGG]
  generalize exp ((-(b / 2)) • H) = G at hG hne
  have ht : Matrix.trace (G * G) = ((∑ x, ∑ y, Complex.normSq (G x y) : ℝ) : ℂ) := by
    simp only [Matrix.trace, Matrix.diag_apply, Matrix.mul_apply, Complex.ofReal_sum]
    refine Finset.sum_congr rfl fun x _ => Finset.sum_congr rfl fun y _ => ?_
    rw [← hG.apply y x]
    exact Complex.mul_conj _
  obtain ⟨x, y, hxy⟩ : ∃ x y, G x y ≠ 0 := by
    by_contra h
    push Not at h
    exact hne (Matrix.ext h)
  rw [ht, Complex.ofReal_re, Complex.ofReal_im]
  refine ⟨Finset.sum_pos' (fun v _ => Finset.sum_nonneg fun w _ => Complex.normSq_nonneg _)
    ⟨x, Finset.mem_univ x, Finset.sum_pos' (fun w _ => Complex.normSq_nonneg _)
      ⟨y, Finset.mem_univ y, Complex.normSq_pos.2 hxy⟩⟩, rfl⟩
```

Summing the diagonal entries of the domination bound gives

$$0<\operatorname{tr}e^{-bH}\le\sum_x|(e^{-bH})_{xx}|\le\operatorname{tr}e^{-bH_B}.$$

Dividing by the last trace yields $0<S(b)\le1$, written in Lean as membership in `Set.Ioc (0 : ℝ) 1`. At infinite temperature, $b=0$, both traces equal the number of basis states and $S=1$.

```lean
/-- For Hermitian `H` on a nonempty basis and `b ≥ 0`, the average sign is positive and at
most one. -/
theorem averageSign_mem_Ioc [Nonempty n] {H : Matrix n n ℂ} (hH : H.IsHermitian) {b : ℝ}
    (hb : 0 ≤ b) : averageSign b H ∈ Set.Ioc (0 : ℝ) 1 := by
  have hZ := (partition_pos hH b).1
  have hle : (Matrix.trace (exp ((-b) • H))).re ≤ Matrix.trace (exp ((-b) • bosonic H)) := by
    simp only [Matrix.trace, Matrix.diag_apply, Complex.re_sum]
    exact Finset.sum_le_sum fun x _ => (Complex.re_le_norm _).trans (norm_exp_le hH hb x x)
  exact ⟨div_pos hZ (hZ.trans_le hle), (div_le_one (hZ.trans_le hle)).2 hle⟩
```

## Phases that can be removed

Suppose the phases of $H$ come only from a choice of phase $u_x$, with $|u_x|=1$, for each basis state:

$$H_{xy}=\overline{u_x}\,(H_B)_{xy}\,u_y.$$

In a product of matrices the phases of each intermediate state cancel, because $u_z\overline{u_z}=1$. By induction,

$$((-bH)^k)_{vw}=\overline{u_v}\,((-bH_B)^k)_{vw}\,u_w.$$

On the diagonal the two remaining phases cancel as well, so the traces agree and $S(b)=1$. In the code `hpow` is this induction, and `hd` carries it through the series to the diagonal of the exponential.

A single basis state satisfies the condition trivially. So do two: write $H_{12}=-|H_{12}|e^{i\theta}$ and take $u_1=1$, $u_2=e^{i\theta}$. On a nonempty basis, a sign below one therefore needs at least three states.

```lean
/-- If a diagonal change of phases `u` turns the sign-free reference into the Hermitian `H`, on a
nonempty basis, the average sign is one. -/
theorem averageSign_eq_one_of_gauge [Nonempty n] {H : Matrix n n ℂ} (hH : H.IsHermitian) (b : ℝ)
    (u : n → ℂ) (hu : ∀ x, ‖u x‖ = 1)
    (h : ∀ x y, H x y = star (u x) * (bosonic H x y : ℂ) * u y) : averageSign b H = 1 := by
  have huu : ∀ z, u z * star (u z) = 1 := fun z => by
    rw [Complex.star_def, Complex.mul_conj, Complex.normSq_eq_norm_sq, hu]
    simp
  -- the phases cancel between neighbouring factors of a power
  have hpow : ∀ (k : ℕ) (v w : n), (((-b) • H) ^ k) v w =
      star (u v) * (((((-b) • bosonic H) ^ k) v w : ℝ) : ℂ) * u w := by
    intro k
    induction k with
    | zero =>
      intro v w
      by_cases hvw : v = w
      · subst hvw
        rw [pow_zero, pow_zero, Matrix.one_apply_eq, Matrix.one_apply_eq, Complex.ofReal_one]
        linear_combination -huu v
      · simp [Matrix.one_apply_ne hvw]
    | succ k ih =>
      intro v w
      rw [pow_succ, pow_succ, Matrix.mul_apply, Matrix.mul_apply, Complex.ofReal_sum,
        Finset.mul_sum, Finset.sum_mul]
      refine Finset.sum_congr rfl fun z _ => ?_
      rw [ih, Matrix.smul_apply, Matrix.smul_apply, h z w, Complex.real_smul, smul_eq_mul]
      push_cast
      linear_combination (star (u v) * (((((-b) • bosonic H) ^ k) v z : ℝ) : ℂ) *
        (-(b : ℂ) * (bosonic H z w : ℂ)) * u w) * huu z
  have hd : ∀ v, (exp ((-b) • H) v v).re = exp ((-b) • bosonic H) v v := fun v => by
    have hs : HasSum (fun k : ℕ => Complex.reCLM (((k.factorial : ℝ)⁻¹) • (((-b) • H) ^ k) v v))
        (exp ((-b) • H) v v).re := Complex.reCLM.hasSum (exp_entry_hasSum ((-b) • H) v v)
    have hfun : (fun k : ℕ => Complex.reCLM (((k.factorial : ℝ)⁻¹) • (((-b) • H) ^ k) v v)) =
        fun k : ℕ => ((k.factorial : ℝ)⁻¹) • (((-b) • bosonic H) ^ k) v v := by
      funext k
      have e : (((-b) • H) ^ k) v v = (((((-b) • bosonic H) ^ k) v v : ℝ) : ℂ) := by
        rw [hpow]
        linear_combination (((((-b) • bosonic H) ^ k) v v : ℝ) : ℂ) * huu v
      rw [e, Complex.reCLM_apply, Complex.smul_re, Complex.ofReal_re]
    rw [hfun] at hs
    exact hs.unique (exp_entry_hasSum ((-b) • bosonic H) v v)
  have ht : (Matrix.trace (exp ((-b) • H))).re = Matrix.trace (exp ((-b) • bosonic H)) := by
    simp only [Matrix.trace, Matrix.diag_apply, Complex.re_sum, hd]
  rw [averageSign, ← ht]
  exact div_self (partition_pos hH b).1.ne'
```

## A frustrated triangle

Take three distinct states $x,y,z$ and $b>0$. The hypothesis `hf` reads

$$\operatorname{Re}(-H_{xy}H_{yz}H_{zx})<|H_{xy}H_{yz}H_{zx}|,$$

which says that $-H_{xy}H_{yz}H_{zx}$ is not a nonnegative real number. Physically, all three hoppings are nonzero, and no choice of basis phases makes all three real and negative.

With $K$ and $P$ as above,

$$K_{xy}K_{yz}K_{zx}=b^3(-H_{xy}H_{yz}H_{zx}),$$

so the real part of this product is strictly below $P_{xy}P_{yz}P_{zx}$. It is one term of $(K^3)_{xx}=\sum_{v,w}K_{xv}K_{vw}K_{wx}$, and no other term has a real part above its counterpart in $(P^3)_{xx}$. This is `h3`. The lemma `hasSum_lt` then uses one strict inequality, at order three, and weak ones at all other orders to give $\operatorname{Re}(e^K)_{xx}<(e^P)_{xx}$. Removing the shift and summing over the diagonal gives $S(b)<1$.

The condition is sufficient. The theorem does not treat matrices whose only frustrated loops are longer than a triangle.

```lean
/-- For Hermitian `H` and `b > 0`, the average sign is strictly below one if three distinct basis
states form a frustrated triangle: minus the product of the hoppings around it is not a
nonnegative real number. -/
theorem averageSign_lt_one_of_triangle {H : Matrix n n ℂ} (hH : H.IsHermitian) {b : ℝ}
    (hb : 0 < b) {x y z : n} (hxy : x ≠ y) (hyz : y ≠ z) (hzx : z ≠ x)
    (hf : (-(H x y * H y z * H z x)).re < ‖H x y * H y z * H z x‖) : averageSign b H < 1 := by
  have : Nonempty n := ⟨x⟩
  obtain ⟨c, hc⟩ := exists_shift hH hb.le
  have hoff : ∀ v w, v ≠ w →
      ((-b) • H + (b * c) • (1 : Matrix n n ℂ)) v w = -(b : ℂ) * H v w := fun v w hvw => by
    simp [Matrix.one_apply_ne hvw]
  have hK := exp_add_scalar ((-b) • H) (b * c)
  have hP := exp_add_scalar ((-b) • bosonic H) (b * c)
  generalize (-b) • H + (b * c) • (1 : Matrix n n ℂ) = K at hc hoff hK
  generalize (-b) • bosonic H + (b * c) • (1 : Matrix n n ℝ) = P at hc hP
  have hterm : ∀ v w, (K x v * K v w * K w x).re ≤ P x v * P v w * P w x := fun v w => by
    rw [← hc, ← hc, ← hc, ← norm_mul, ← norm_mul]
    exact Complex.re_le_norm _
  have hstrict : (K x y * K y z * K z x).re < P x y * P y z * P z x := by
    rw [← hc, ← hc, ← hc, ← norm_mul, ← norm_mul, hoff x y hxy, hoff y z hyz, hoff z x hzx]
    have e : -(b : ℂ) * H x y * (-(b : ℂ) * H y z) * (-(b : ℂ) * H z x) =
        ((b ^ 3 : ℝ) : ℂ) * (-(H x y * H y z * H z x)) := by
      push_cast
      ring
    rw [e, Complex.re_ofReal_mul, norm_mul, Complex.norm_real, norm_neg,
      Real.norm_of_nonneg (by positivity)]
    exact mul_lt_mul_of_pos_left hf (by positivity)
  -- the frustrated triangle lowers the third-order term
  have h3 : ((K ^ 3) x x).re < (P ^ 3) x x := by
    rw [pow_three', pow_three']
    simp only [Matrix.mul_apply, Finset.sum_mul, Complex.re_sum]
    exact Finset.sum_lt_sum (fun w _ => Finset.sum_le_sum fun v _ => hterm v w)
      ⟨z, Finset.mem_univ z, Finset.sum_lt_sum (fun v _ => hterm v z)
        ⟨y, Finset.mem_univ y, hstrict⟩⟩
  have hlt : (exp K x x).re < exp P x x := by
    refine hasSum_lt (i := 3) (fun k => ?_) ?_
      (Complex.reCLM.hasSum (exp_entry_hasSum K x x)) (exp_entry_hasSum P x x)
    · simp only [Complex.reCLM_apply, Complex.smul_re, smul_eq_mul]
      exact mul_le_mul_of_nonneg_left ((Complex.re_le_norm _).trans
        (norm_pow_le (fun v w => (hc v w).le) k x x)) (by positivity)
    · simp only [Complex.reCLM_apply, Complex.smul_re, smul_eq_mul]
      exact mul_lt_mul_of_pos_left h3 (by positivity)
  rw [hK, hP, Matrix.smul_apply, Matrix.smul_apply, Complex.smul_re, smul_eq_mul,
    smul_eq_mul] at hlt
  have hx := lt_of_mul_lt_mul_left hlt (Real.exp_pos _).le
  have ht : (Matrix.trace (exp ((-b) • H))).re < Matrix.trace (exp ((-b) • bosonic H)) := by
    simp only [Matrix.trace, Matrix.diag_apply, Complex.re_sum]
    exact Finset.sum_lt_sum
      (fun v _ => (Complex.re_le_norm _).trans (norm_exp_le hH hb.le v v))
      ⟨x, Finset.mem_univ x, hx⟩
  exact (div_lt_one ((partition_pos hH b).1.trans ht)).2 ht

end AverageSign
```

```lean
#print axioms AverageSign.averageSign_mem_Ioc
#print axioms AverageSign.averageSign_eq_one_of_gauge
#print axioms AverageSign.averageSign_lt_one_of_triangle
```

```
'AverageSign.averageSign_mem_Ioc' depends on axioms: [propext, Classical.choice, Quot.sound]
'AverageSign.averageSign_eq_one_of_gauge' depends on axioms: [propext, Classical.choice, Quot.sound]
'AverageSign.averageSign_lt_one_of_triangle' depends on axioms: [propext, Classical.choice, Quot.sound]
```

## Three states, and the sign in a simulation

The smallest frustrated example has three states, zero diagonal and every off-diagonal entry equal to $t>0$. The eigenvalues of $H$ are $2t,-t,-t$ and those of $H_B$ are $-2t,t,t$, so

$$S(b)=\frac{2e^{bt}+e^{-2bt}}{e^{2bt}+2e^{-bt}}.$$

This tends to $1$ as $b\to0$ and behaves as $2e^{-bt}$ at low temperature. The general theorems give no such rate of decay.

In a simple Monte Carlo code that samples the series for $\operatorname{tr}e^K$ directly, using the full matrix elements of $K$, a configuration is a closed sequence of basis states $x_0,x_1,\dots,x_k=x_0$ with weight

$$w=\frac{1}{k!}\prod_{i=0}^{k-1}K_{x_ix_{i+1}}.$$

Such a code draws configurations with probability proportional to $|w|$ and records the phase $w/|w|$. Because $|K_{xy}|=P_{xy}$, the moduli sum to $e^{bc}\operatorname{tr}e^{-bH_B}$, and the mean recorded phase is $S(b)$. With $M$ independent samples, the sample mean of these phases, which may be complex, has root-mean-square error $\sqrt{(1-S^2)/M}$, so when $S$ is small, a fixed relative error requires $M$ to grow as $1/S^2$.
